# In a compensated two-band Drude semimetal, the magnitudes of opposite-sign band thermopowers add in the Nernst response

Take electrons and holes with the same density n and the same mobility μ, and give them thermopowers −S and +S. Let J be the quarter-turn of the plane, so that J² = −I, and write b = μB for a magnetic field B perpendicular to the plane. With e the elementary charge and s = neμ/(1 + b²), the two conductivity tensors are

σₑ = s(I − bJ), σₕ = s(I + bJ).

In the total conductivity the Hall parts cancel:

σₑ + σₕ = 2sI.

In the sum weighted with the thermopowers, the longitudinal parts cancel and the Hall parts add:

−Sσₑ + Sσₕ = 2sbS J.

The thermopower tensor is the quotient of the two, bS J. When no net current flows, a temperature gradient along x produces no voltage along x and a field proportional to bS along y. For equal densities but unequal mobilities and arbitrary scalar band thermopowers Sₑ and Sₕ, these cancellations are in general incomplete, but the quotient still has a simple form:

((μₑSₑ + μₕSₕ) I + B μₑμₕ(Sₕ − Sₑ) J)/(μₑ + μₕ).

## Two Drude bands in parallel

```lean
import Mathlib

open Matrix

namespace CompensatedSemimetal

noncomputable section
```

The file loads Mathlib and opens the matrix notation, in which `*ᵥ` is a matrix acting on a vector and `•` is a number multiplying a matrix or a vector.

```lean
/-- The quarter-turn matrix in the plane perpendicular to the magnetic field. -/
def J : Matrix (Fin 2) (Fin 2) ℝ := !![0, -1; 1, 0]
```

This is J, written row by row. The type `Matrix (Fin 2) (Fin 2) ℝ` means a real 2×2 matrix whose indices are 0 and 1, standing for x and y. J sends the x direction to the y direction.

```lean
/-- The planar tensor `x I + y J`, with longitudinal part `x` and transverse part `y`. -/
def planar (x y : ℝ) : Matrix (Fin 2) (Fin 2) ℝ := x • 1 + y • J
```

`planar x y` is the tensor xI + yJ. Here x and y are numbers, the longitudinal and transverse parts, and the symbol `1` is the identity matrix.

```lean
/-- Drude conductivity of electrons with density `n` and mobility `μ` in the field `B`. -/
def electronConductivity (n e μ B : ℝ) : Matrix (Fin 2) (Fin 2) ℝ :=
  (n * e * μ) • (1 + (μ * B) • J)⁻¹
```

For electrons of density n and mobility μ,

σₑ = neμ (I + μBJ)⁻¹.

This is the steady state of the Drude equation with an isotropic mass and a single relaxation time. The charge e is positive, and the sign of the carriers sits in front of J. For right-handed axes, positive B in this convention is a field along −z.

```lean
/-- Drude conductivity of holes with density `n` and mobility `μ` in the field `B`. -/
def holeConductivity (n e μ B : ℝ) : Matrix (Fin 2) (Fin 2) ℝ :=
  (n * e * μ) • (1 - (μ * B) • J)⁻¹
```

In the same electric field the magnetic force deflects electrons and holes to the same side. Their charges are opposite, so their transverse currents are opposite, and the sign in front of J changes:

σₕ = neμ (I − μBJ)⁻¹.

```lean
/-- Thermopower tensor of an electron and a hole band conducting in parallel, with scalar
band thermopowers `Se` and `Sh`. -/
def thermopower (ne nh e μe μh B Se Sh : ℝ) : Matrix (Fin 2) (Fin 2) ℝ :=
  (electronConductivity ne e μe B + holeConductivity nh e μh B)⁻¹ *
    (Se • electronConductivity ne e μe B + Sh • holeConductivity nh e μh B)
```

The densities nₑ and nₕ are independent here, and compensation will mean putting the same n in both places. The definition reads

Θ = (σₑ + σₕ)⁻¹ (Sₑσₑ + Sₕσₕ).

Each band thermopower is a single number, independent of B, so a band by itself has no Nernst effect. Phonon drag and momentum exchange between the bands are left out.

## Tensors that multiply like complex numbers

```lean
/-- Planar tensors multiply like complex numbers. -/
theorem planar_mul (x y z w : ℝ) :
    planar x y * planar z w = planar (x * z - y * w) (x * w + y * z) := by
  ext i j
  fin_cases i <;> fin_cases j <;>
    simp [planar, J, Matrix.mul_apply, Fin.sum_univ_two, Matrix.one_apply] <;> ring
```

Since J² = −I,

(xI + yJ)(zI + wJ) = (xz − yw) I + (xw + yz) J.

This is complex multiplication with J in the role of i. The proof compares the four matrix entries: `fin_cases` lists the indices, `simp` computes each entry and `ring` settles the algebra.

```lean
/-- The inverse of `I + z J` is `(I - z J) / (1 + z²)`. -/
theorem planar_inv (z : ℝ) :
    (planar 1 z)⁻¹ = planar (1 / (1 + z ^ 2)) (-z / (1 + z ^ 2)) := by
  have h : 1 + z ^ 2 ≠ 0 := by positivity
  apply Matrix.inv_eq_right_inv
  have h1 : 1 * (1 / (1 + z ^ 2)) - z * (-z / (1 + z ^ 2)) = 1 := by
    rw [← mul_div_assoc, ← mul_div_assoc, ← sub_div, div_eq_iff h]
    ring
  have h2 : 1 * (-z / (1 + z ^ 2)) + z * (1 / (1 + z ^ 2)) = 0 := by ring
  rw [planar_mul, h1, h2]
  simp [planar]
```

By hand, (I + zJ)(I − zJ) = (1 + z²) I, hence

(I + zJ)⁻¹ = (I − zJ)/(1 + z²).

The Lean proof does the same. `Matrix.inv_eq_right_inv` says that a matrix whose product with A is the identity is the inverse of A, and `h1` and `h2` check the two parts of that product. No condition on z is needed, because 1 + z² is never zero.

```lean
/-- A weighted sum of the two band conductivities is a simple planar tensor times a factor
that does not depend on the weights. -/
theorem weighted_conductivity (ne nh e μe μh B Se Sh : ℝ) :
    Se • electronConductivity ne e μe B + Sh • holeConductivity nh e μh B =
      planar (ne * μe * Se + nh * μh * Sh) (B * μe * μh * (nh * Sh - ne * Se)) *
      planar (e * (1 + μe * μh * B ^ 2) / ((1 + (μe * B) ^ 2) * (1 + (μh * B) ^ 2)))
        (e * B * (μh - μe) / ((1 + (μe * B) ^ 2) * (1 + (μh * B) ^ 2))) := by
  have h1 : 1 + (μe * B) ^ 2 ≠ 0 := by positivity
  have h2 : 1 + (μh * B) ^ 2 ≠ 0 := by positivity
  have he : (1 : Matrix (Fin 2) (Fin 2) ℝ) + (μe * B) • J = planar 1 (μe * B) := by
    simp [planar]
  have hh : (1 : Matrix (Fin 2) (Fin 2) ℝ) - (μh * B) • J = planar 1 (-(μh * B)) := by
    simp [planar, sub_eq_add_neg]
  have hs : ∀ c x y : ℝ, c • planar x y = planar (c * x) (c * y) := by
    intro c x y
    simp only [planar, smul_add, smul_smul]
  have ha : ∀ x y z w : ℝ, planar x y + planar z w = planar (x + z) (y + w) := by
    intro x y z w
    simp only [planar]
    module
  unfold electronConductivity holeConductivity
  rw [he, hh, planar_inv, planar_inv, neg_sq, hs, hs, hs, hs, ha, planar_mul]
  -- compare longitudinal and transverse parts
  congr 1 <;> field_simp <;> ring
```

Write i for J. The weighted sum is

e nₑμₑSₑ/(1 + iμₑB) + e nₕμₕSₕ/(1 − iμₕB).

Over the common denominator (1 + iμₑB)(1 − iμₕB), the numerator is e times

nₑμₑSₑ(1 − iμₕB) + nₕμₕSₕ(1 + iμₑB)
= (nₑμₑSₑ + nₕμₕSₕ) + iBμₑμₕ(nₕSₕ − nₑSₑ).

That is the first `planar` factor in the statement. What remains is

e/((1 + iμₑB)(1 − iμₕB)) = e(1 + μₑμₕB² + iB(μₕ − μₑ))/((1 + μₑ²B²)(1 + μₕ²B²)),

the second factor, which contains neither Sₑ nor Sₕ. The Lean proof rewrites both conductivities as planar tensors, adds them, and uses `congr 1` to split the tensor equation into its longitudinal and transverse parts. `field_simp` then clears the denominators.

## Zero net current fixes the thermopower

```lean
/-- The total conductivity tensor of the two bands is invertible. -/
theorem total_conductivity_isUnit {ne nh e μe μh : ℝ} (B : ℝ) (hne : 0 < ne) (hnh : 0 < nh)
    (he : 0 < e) (hμe : 0 < μe) (hμh : 0 < μh) :
    IsUnit (electronConductivity ne e μe B + holeConductivity nh e μh B).det := by
  have hdet : ∀ x y : ℝ, (planar x y).det = x ^ 2 + y ^ 2 := by
    intro x y
    simp [planar, J, Matrix.det_fin_two]
    ring
  have h := weighted_conductivity ne nh e μe μh B 1 1
  rw [one_smul, one_smul] at h
  rw [h, Matrix.det_mul, hdet, hdet, isUnit_iff_ne_zero]
  apply mul_ne_zero <;> positivity
```

The total conductivity is the weighted sum with both weights equal to 1. Since det(xI + yJ) = x² + y², its determinant is a product of two sums of squares. The longitudinal parts of the two factors are nonzero, because nₑμₑ + nₕμₕ > 0 and e(1 + μₑμₕB²) > 0, so the determinant is positive. `IsUnit` of a real number means that it is nonzero. The positivity assumptions appear as named arguments such as `hne : 0 < ne`, while B is unrestricted.

```lean
/-- The net current driven by a field `E` and a temperature gradient `g` vanishes exactly when
`E` is the thermopower tensor applied to `g`. -/
theorem open_circuit_iff {ne nh e μe μh : ℝ} (B Se Sh : ℝ) (hne : 0 < ne) (hnh : 0 < nh)
    (he : 0 < e) (hμe : 0 < μe) (hμh : 0 < μh) (E g : Fin 2 → ℝ) :
    electronConductivity ne e μe B *ᵥ (E - Se • g) +
        holeConductivity nh e μh B *ᵥ (E - Sh • g) = 0 ↔
      E = thermopower ne nh e μe μh B Se Sh *ᵥ g := by
  have hu := total_conductivity_isUnit B hne hnh he hμe hμh
  unfold thermopower
  generalize electronConductivity ne e μe B = σe at *
  generalize holeConductivity nh e μh B = σh at *
  have key : σe *ᵥ (E - Se • g) + σh *ᵥ (E - Sh • g) =
      (σe + σh) *ᵥ E - (Se • σe + Sh • σh) *ᵥ g := by
    simp only [Matrix.mulVec_sub, Matrix.mulVec_smul, Matrix.add_mulVec, Matrix.smul_mulVec]
    abel
  rw [key, sub_eq_zero]
  constructor
  · intro h
    rw [← Matrix.mulVec_mulVec, ← h, Matrix.mulVec_mulVec, Matrix.nonsing_inv_mul _ hu,
      Matrix.one_mulVec]
  · intro h
    rw [h, Matrix.mulVec_mulVec, ← mul_assoc, Matrix.mul_nonsing_inv _ hu, one_mul]
```

Here E is the electric field, understood as the electrochemical one, and g is the temperature gradient. The electron band carries the current σₑ(E − Sₑg) and the hole band the current σₕ(E − Sₕg). Collecting terms,

σₑ(E − Sₑg) + σₕ(E − Sₕg) = (σₑ + σₕ)E − (Sₑσₑ + Sₕσₕ)g.

This vanishes exactly when (σₑ + σₕ)E = (Sₑσₑ + Sₕσₕ)g, and multiplying by the inverse of the total conductivity gives E = Θg, with Θ the thermopower tensor. The definition above is therefore the open-circuit response. Only the net current has to vanish; the separate electron and hole currents may flow against each other.

In the proof, `generalize` replaces the two conductivities by bare letters, since only the invertibility of their sum matters. `key` is the displayed identity, and the two bullets are the two directions of the equivalence.

## Cancelling the common factor

```lean
/-- A planar tensor is the thermopower as soon as it solves the two scalar balance equations
left after the common factor of the band conductivities is cancelled. -/
theorem thermopower_eq_of_balance {ne nh e μe μh B Se Sh α β : ℝ} (hne : 0 < ne)
    (hnh : 0 < nh) (he : 0 < e) (hμe : 0 < μe) (hμh : 0 < μh)
    (hα : (ne * μe + nh * μh) * α - B * μe * μh * (nh - ne) * β =
      ne * μe * Se + nh * μh * Sh)
    (hβ : (ne * μe + nh * μh) * β + B * μe * μh * (nh - ne) * α =
      B * μe * μh * (nh * Sh - ne * Se)) :
    thermopower ne nh e μe μh B Se Sh = α • 1 + β • J := by
  have hu := total_conductivity_isUnit B hne hnh he hμe hμh
  have h := weighted_conductivity ne nh e μe μh B 1 1
  simp only [one_smul, mul_one] at h
  have hnum : Se • electronConductivity ne e μe B + Sh • holeConductivity nh e μh B =
      (electronConductivity ne e μe B + holeConductivity nh e μh B) * planar α β := by
    rw [weighted_conductivity, h, ← hα, ← hβ]
    simp only [planar_mul]
    congr 1 <;> ring
  unfold thermopower
  rw [hnum, ← mul_assoc, Matrix.nonsing_inv_mul _ hu, one_mul]
  rfl
```

Look for the thermopower in the form αI + βJ. It must satisfy

(σₑ + σₕ)(αI + βJ) = Sₑσₑ + Sₕσₕ.

Both sides contain the common factor found above. Without it, the longitudinal and transverse parts read

(nₑμₑ + nₕμₕ)α − Bμₑμₕ(nₕ − nₑ)β = nₑμₑSₑ + nₕμₕSₕ,

(nₑμₑ + nₕμₕ)β + Bμₑμₕ(nₕ − nₑ)α = Bμₑμₕ(nₕSₕ − nₑSₑ).

These are the hypotheses `hα` and `hβ`. Any α and β that solve them give the thermopower.

The proof turns on `Matrix.nonsing_inv_mul`. In Mathlib every square matrix A has an expression `A⁻¹`, and for a singular real matrix it is simply zero. Writing the inverse therefore proves nothing; the law A⁻¹A = I is a theorem that asks for evidence that det A is a unit. That evidence is `hu`, supplied by the determinant result. Once `hnum` has put the numerator in the form AX, the goal contains A⁻¹(AX). The rewrite `← mul_assoc` moves the brackets to (A⁻¹A)X, `Matrix.nonsing_inv_mul _ hu` turns the bracket into I, and `one_mul` leaves X.

```lean
/-- Thermopower tensor of an electron and a hole band with arbitrary positive densities. -/
theorem thermopower_two_band {ne nh e μe μh : ℝ} (B Se Sh : ℝ) (hne : 0 < ne) (hnh : 0 < nh)
    (he : 0 < e) (hμe : 0 < μe) (hμh : 0 < μh) :
    thermopower ne nh e μe μh B Se Sh =
      (((ne * μe + nh * μh) * (ne * μe * Se + nh * μh * Sh) +
          (B * μe * μh) ^ 2 * (nh - ne) * (nh * Sh - ne * Se)) /
        ((ne * μe + nh * μh) ^ 2 + (B * μe * μh * (nh - ne)) ^ 2)) • 1 +
      (B * ne * nh * μe * μh * (μe + μh) * (Sh - Se) /
        ((ne * μe + nh * μh) ^ 2 + (B * μe * μh * (nh - ne)) ^ 2)) • J := by
  have hD : (ne * μe + nh * μh) ^ 2 + (B * μe * μh * (nh - ne)) ^ 2 ≠ 0 := by positivity
  apply thermopower_eq_of_balance hne hnh he hμe hμh
  · rw [← mul_div_assoc, ← mul_div_assoc, ← sub_div, div_eq_iff hD]
    ring
  · rw [← mul_div_assoc, ← mul_div_assoc, ← add_div, div_eq_iff hD]
    ring
```

For arbitrary positive densities, set

a = nₑμₑ + nₕμₕ, c = Bμₑμₕ(nₕ − nₑ),
p = nₑμₑSₑ + nₕμₕSₕ, q = Bμₑμₕ(nₕSₕ − nₑSₑ).

The balance equations say (a + ic)(α + iβ) = p + iq, so

α = (ap + cq)/(a² + c²), β = (aq − cp)/(a² + c²).

Expanding aq − cp, the terms with nₑ² and nₕ² cancel, and

aq − cp = B nₑnₕμₑμₕ(μₑ + μₕ)(Sₕ − Sₑ).

The difference Sₕ − Sₑ thus governs the transverse part at any densities. Away from compensation, however, the denominator contains c², which grows as B². Lean receives these fractions as candidates and checks the two balance equations by clearing the denominator, which `positivity` shows to be nonzero.

## Equal densities

```lean
/-- Thermopower tensor of a compensated semimetal: the longitudinal part is the mobility-weighted
mean of the band thermopowers, and the transverse part is linear in the field. -/
theorem thermopower_compensated {n e μe μh : ℝ} (B Se Sh : ℝ) (hn : 0 < n) (he : 0 < e)
    (hμe : 0 < μe) (hμh : 0 < μh) :
    thermopower n n e μe μh B Se Sh =
      (μe + μh)⁻¹ • ((μe * Se + μh * Sh) • 1 + (B * μe * μh * (Sh - Se)) • J) := by
  have hμ : μe + μh ≠ 0 := by positivity
  have hc : (μe + μh) * (μe + μh)⁻¹ = 1 := mul_inv_cancel₀ hμ
  rw [smul_add, smul_smul, smul_smul]
  -- equal densities remove the terms that couple the two balance equations
  apply thermopower_eq_of_balance hn hn he hμe hμh
  · linear_combination n * (μe * Se + μh * Sh) * hc
  · linear_combination n * (B * μe * μh * (Sh - Se)) * hc
```

With nₑ = nₕ = n the coefficient c vanishes and the balance equations decouple:

n(μₑ + μₕ)α = n(μₑSₑ + μₕSₕ),

n(μₑ + μₕ)β = nBμₑμₕ(Sₕ − Sₑ).

Dividing by n(μₑ + μₕ) gives the tensor stated at the start. The longitudinal part is the mobility-weighted mean of the band thermopowers and does not depend on B. The transverse part is linear in B at every field strength, and the density and the charge have dropped out.

The Lean proof goes straight to the balance equations and does not pass through the general fractions. `hc` states that (μₑ + μₕ)(μₑ + μₕ)⁻¹ = 1. Each `linear_combination` line names the multiple of `hc` that yields the required equation, and leaves the remaining algebra to be checked automatically.

A Boltzmann transport code that keeps the magnetic field to all orders should reproduce this tensor at compensation for one electron and one hole band, both isotropic and parabolic with constant relaxation times. Here Sₑ and Sₕ are the thermopowers of the separate bands at the same temperature and chemical potential. This makes the tensor a simple limiting case to test against.

```lean
/-- In a compensated semimetal with a negative electron and a positive hole thermopower, the
magnitudes of the two band thermopowers add in the transverse (Nernst) entry. -/
theorem nernst_terms_add {n e μe μh Se Sh : ℝ} (B : ℝ) (hn : 0 < n) (he : 0 < e)
    (hμe : 0 < μe) (hμh : 0 < μh) (hSe : Se ≤ 0) (hSh : 0 ≤ Sh) :
    thermopower n n e μe μh B Se Sh 1 0 = B * μe * μh * (|Se| + |Sh|) / (μe + μh) := by
  rw [thermopower_compensated B Se Sh hn he hμe hμh, abs_of_nonpos hSe, abs_of_nonneg hSh]
  simp only [Matrix.smul_apply, Matrix.add_apply, smul_eq_mul]
  have h1 : (1 : Matrix (Fin 2) (Fin 2) ℝ) 1 0 = 0 := by simp
  have h2 : J 1 0 = 1 := by simp [J]
  rw [h1, h2]
  ring

end

end CompensatedSemimetal
```

The entry `1 0` is row y, column x: the field along y per unit temperature gradient along x, with no gradient along y. Sign conventions for the Nernst coefficient differ, so the theorem speaks of this tensor entry. If Sₑ ≤ 0 ≤ Sₕ, then Sₕ − Sₑ = |Sₕ| + |Sₑ|, and the entry is

Bμₑμₕ(|Sₑ| + |Sₕ|)/(μₑ + μₕ).

If both thermopowers are nonzero, they enter the longitudinal part with opposite signs and partly or wholly cancel. The proof inserts the tensor formula, replaces the absolute values using the sign hypotheses, and reads off the entry from I₁₀ = 0 and J₁₀ = 1.

The sign hypotheses are needed. Drop Sₑ ≤ 0 and set n, e, μₑ, μₕ, B, Sₑ and Sₕ all equal to 1. The thermopower tensor is then the identity, because both bands ask for the same field, and its transverse entry is 0. The formula with absolute values would give 1. If 0 ≤ Sₕ is dropped instead, Sₑ = Sₕ = −1 with the other values unchanged again gives the entry 0 where the formula would give 1.

```lean
#print axioms CompensatedSemimetal.open_circuit_iff
#print axioms CompensatedSemimetal.thermopower_two_band
#print axioms CompensatedSemimetal.nernst_terms_add
```

```
'CompensatedSemimetal.open_circuit_iff' depends on axioms: [propext, Classical.choice, Quot.sound]
'CompensatedSemimetal.thermopower_two_band' depends on axioms: [propext, Classical.choice, Quot.sound]
'CompensatedSemimetal.nernst_terms_add' depends on axioms: [propext, Classical.choice, Quot.sound]
```
